# Discarding dyadic orthogonal wavelet components of norm at most $2^{-j}e$ on level $j$ gives a squared error of at most $2e^2$

Q: Take two levels. Level 0 has one wavelet component, of norm at most $e$, and level 1 has two, each of norm at most $e/2$. If the three are mutually orthogonal and I throw all of them away, the squared error is at most
$$e^2+2\left(\frac e2\right)^2=\frac32e^2 .$$
A third level adds four components of norm at most $e/4$, hence at most $e^2/4$ more. I see the pattern, but I doubt that a formal statement about abstract vectors says anything about compressing a wavelet expansion. What is the general derivation?

A: Let $J$ be the number of levels, and let $d_{jk}$ be the component on level $j$ at position $k$, with $0\le j<J$ and $0\le k<2^j$. The signal is $f=\sum_{j,k}d_{jk}$. Let $S$ be the set of discarded labels and $f_S$ the sum of the components that are kept. The kept components cancel in the difference:
$$f-f_S=\sum_{(j,k)\in S}d_{jk}.$$
Expanding the squared norm gives a double sum of inner products over $S$. Orthogonality removes every term with two different labels, so
$$\|f-f_S\|^2=\sum_{(j,k)\in S}\|d_{jk}\|^2 .$$

Suppose that each discarded component on level $j$ has norm at most $\tau_j$. Norms are non-negative, so the inequality survives squaring. Extending the sum from $S$ to all labels only adds non-negative terms, and level $j$ has $2^j$ labels. Therefore
$$\|f-f_S\|^2\le\sum_{(j,k)\in S}\tau_j^2\le\sum_{j=0}^{J-1}2^j\tau_j^2 .$$
For $\tau_j=2^{-j}e$ the term on level $j$ is $2^j\,4^{-j}e^2=2^{-j}e^2$, and the geometric sum gives
$$\|f-f_S\|^2\le\left(2-2\cdot2^{-J}\right)e^2\le2e^2 .$$
At $J=2$ the middle expression is your $\tfrac32e^2$. At $J=0$ there are no components, and it is zero.

Q: How much of this depends on orthogonality? Many wavelet families in use are only biorthogonal.

A: The bound fails without it, already in your case. Let $u$ be a unit vector and take the components $eu$, $\tfrac e2u$ and $\tfrac e2u$, with $e>0$. All three respect the threshold, but their sum is $2eu$, with squared norm $4e^2$. Parallel vectors can't belong to a biorthogonal family, whose members are linearly independent, but tilting them slightly makes them independent and leaves the squared norm close to $4e^2$. A biorthogonal family would need a further estimate that relates the norm of a sum to the sizes of its terms.

Q: And where would I go wrong if I redid the derivation from memory?

A: Probably by putting the factor $2^{-j}$ on the squared norm and not on the norm. The condition $\|d_{jk}\|^2\le2^{-j}e^2$ is weaker: each level may then contribute $2^j\cdot2^{-j}e^2=e^2$, and the estimate grows to $Je^2$. A related slip comes from normalisation. If $d_{jk}=c_{jk}\psi_{jk}$ with $\|\psi_{jk}\|=1$, the threshold reads $|c_{jk}|\le2^{-j}e$. If the functions are the bare dilations $\psi(2^jx-k)$ with $\|\psi\|=1$ in $L^2(\mathbb R)$, each has norm $2^{-j/2}$, and the same condition on the component becomes $|c_{jk}|\le2^{-j/2}e$.

Q: Then show me what the formal version takes as a wavelet component.

A: The file begins by loading Mathlib.

In Lean 4 with Mathlib:

```lean
import Mathlib

open Finset

namespace WaveletTruncation

noncomputable section
```

The labels come next.

```lean
/-- Labels of wavelet components: a level `j < J` and one of the `2 ^ j` positions on it. -/
abbrev WaveletIndex (J : ℕ) := (j : Fin J) × Fin (2 ^ (j : ℕ))
```

A label is a pair whose second entry has a range that depends on the first: a level $j<J$, then one of $2^j$ positions. This type carries the dyadic counting. For a label `a`, the expression `a.1` is its level.

```lean
variable {E : Type*} [NormedAddCommGroup E] [InnerProductSpace ℝ E] {J : ℕ}

/-- The full signal, the sum of all its wavelet components. -/
def signal (d : WaveletIndex J → E) : E := ∑ a, d a
```

The components are a function `d` from labels to vectors in `E`, which is any real inner-product space. It may be a space of square-integrable real functions or a finite space of grid values; completeness isn't required. The definition `signal` adds all the components.

```lean
/-- The compressed signal, in which the components labelled by `S` are discarded. -/
def truncate (d : WaveletIndex J → E) (S : Finset (WaveletIndex J)) : E :=
  ∑ a ∈ Sᶜ, d a
```

The set `S` contains the labels that are thrown away, and `truncate` sums over its complement `Sᶜ`. The error is thus defined as a distance between two signals, and its equality with the discarded sum has to be proved.

Q: I see no wavelets there, only labelled vectors.

A: That's right. The main theorem, `truncation_error_sq_le`, assumes two things about the vectors. The first, `hd`, says that components with different labels have inner product zero, both within a level and between levels. An orthonormal wavelet basis supplies this, since each component is a coefficient times a basis function. The second, `hS`, says that every discarded component on level $j$ has norm at most $2^{-j}e$, written as `(1 / 2 : ℝ) ^ (a.1 : ℕ) * e`. It models a compression scheme whose cutoff is tighter on fine levels, to compensate for their larger number of positions. Other schemes use other cutoffs. The conclusion is the pair of bounds derived above, the one for finite $J$ and the one with constant 2.

Since filters, supports and vanishing moments don't enter, the theorem can't tell you how many components of a given orbital fall below the cutoff. It gives an upper bound on the error from discarding them.

Q: Does `S` have to contain every small component? And why is there no assumption $e\ge0$?

A: `S` is arbitrary apart from `hS`, so a scheme may keep small components if it likes. Nothing is assumed about the size of the kept ones. As for the sign, a negative $e$ would require a discarded component to have negative norm. Then `S` must be empty, the error is zero, and the bounds hold anyway.

Q: What about the coarse scaling-function part that a real expansion carries along?

A: It isn't in the model. If you keep it unchanged, it cancels in the difference and the estimate is unaffected. The restriction to one dimension matters more. In three dimensions the number of positions grows like $8^j$, and the same counting with the cutoff $2^{-j}e$ gives level contributions that grow like $2^j$, so a steeper cutoff is needed there.

For real-space electronic structure, the result bears on compressing an orbital or a density in an orthogonal wavelet basis, within a finite one-dimensional dyadic model and with the error measured in the norm of the space. An error in kinetic energy involves derivatives and needs a separate estimate.

Q: All right. How does the proof follow your derivation?

A: Step by step. First comes the cancellation of the kept components.

```lean
omit [InnerProductSpace ℝ E] in
/-- The difference between the full and the compressed signal is the sum of the
discarded components. -/
theorem signal_sub_truncate (d : WaveletIndex J → E) (S : Finset (WaveletIndex J)) :
    signal d - truncate d S = ∑ a ∈ S, d a :=
  sub_eq_of_eq_add (Finset.sum_add_sum_compl S d).symm
```

The sum over `S` plus the sum over its complement is the full sum, and moving one term across the equation gives the claim. Next is the Pythagorean step.

```lean
/-- For mutually orthogonal components, the squared norm of a partial sum is the sum of
the squared norms. -/
theorem norm_sq_sum {d : WaveletIndex J → E}
    (hd : Pairwise fun a b => inner ℝ (d a) (d b) = 0) (S : Finset (WaveletIndex J)) :
    ‖∑ a ∈ S, d a‖ ^ 2 = ∑ a ∈ S, ‖d a‖ ^ 2 := by
  rw [← real_inner_self_eq_norm_sq, sum_inner]
  refine Finset.sum_congr rfl fun a ha => ?_
  -- only the diagonal term survives
  rw [inner_sum, Finset.sum_eq_single a]
  · exact real_inner_self_eq_norm_sq _
  · intro b _ hb
    exact hd hb.symm
  · intro h
    exact absurd ha h
```

The squared norm is written as an inner product of the sum with itself, and `sum_inner` expands the left factor. For each fixed `a`, `inner_sum` expands the right factor, and `Finset.sum_eq_single a` keeps only the term with the same label. The hypothesis `hd` makes all the others vanish.

Q: Where does the number of positions enter?

A: In the following lemma.

```lean
/-- A quantity that depends only on the level is summed over all components by weighting
level `j` with its `2 ^ j` positions. -/
theorem sum_levels (J : ℕ) (f : ℕ → ℝ) :
    ∑ a : WaveletIndex J, f a.1 = ∑ j ∈ range J, (2 : ℝ) ^ j * f j := by
  refine Eq.trans ?_ (Fin.sum_univ_eq_sum_range (fun j => (2 : ℝ) ^ j * f j) J)
  rw [Fintype.sum_sigma]
  refine Finset.sum_congr rfl fun j _ => ?_
  simp
```

For any function `f` of the level alone, the sum over labels becomes a sum over levels with weight $2^j$. `Fintype.sum_sigma` splits the sum into levels and positions, and `simp` evaluates the inner sum of $2^j$ equal terms. The general estimate can now be assembled.

```lean
/-- If every discarded component on level `j` has norm at most `τ j`, the squared
truncation error is at most the sum of `2 ^ j * τ j ^ 2` over the levels. -/
theorem error_sq_le_level_sum {d : WaveletIndex J → E}
    (hd : Pairwise fun a b => inner ℝ (d a) (d b) = 0) (S : Finset (WaveletIndex J))
    (τ : ℕ → ℝ) (hS : ∀ a ∈ S, ‖d a‖ ≤ τ a.1) :
    ‖signal d - truncate d S‖ ^ 2 ≤ ∑ j ∈ range J, (2 : ℝ) ^ j * τ j ^ 2 := by
  rw [signal_sub_truncate, norm_sq_sum hd]
  calc ∑ a ∈ S, ‖d a‖ ^ 2 ≤ ∑ a ∈ S, τ a.1 ^ 2 :=
        Finset.sum_le_sum fun a ha => pow_le_pow_left₀ (norm_nonneg _) (hS a ha) 2
    -- at worst, every component is discarded
    _ ≤ ∑ a : WaveletIndex J, τ a.1 ^ 2 :=
        Finset.sum_le_sum_of_subset_of_nonneg (Finset.subset_univ S)
          fun a _ _ => sq_nonneg _
    _ = ∑ j ∈ range J, (2 : ℝ) ^ j * τ j ^ 2 := sum_levels J fun j => τ j ^ 2
```

The docstring doesn't repeat that the components must be mutually orthogonal; this is the hypothesis `hd`. The two rewrites in the first line replace the squared error by a sum of squared norms, and the second of them uses `hd`. The `calc` block then has the three steps of the derivation: square the threshold inequality, enlarge `S` to all labels, and count positions. The thresholds `τ` are arbitrary here, so the estimate also applies to other cutoffs.

Q: And the geometric sum?

A: It is proved by induction on the number of levels.

```lean
/-- The level sum for the threshold `2 ^ (-j) * e` is a geometric sum with value
`(2 - 2 * 2 ^ (-J)) * e ^ 2`. -/
theorem level_sum_scaled (J : ℕ) (e : ℝ) :
    ∑ j ∈ range J, (2 : ℝ) ^ j * ((1 / 2 : ℝ) ^ j * e) ^ 2
      = (2 - 2 * (1 / 2 : ℝ) ^ J) * e ^ 2 := by
  induction J with
  | zero => simp
  | succ n ih =>
    have h : (2 : ℝ) ^ n * (1 / 2 : ℝ) ^ n = 1 := by
      rw [← mul_pow]
      norm_num
    rw [Finset.sum_range_succ, ih, pow_succ (1 / 2 : ℝ) n]
    linear_combination (1 / 2 : ℝ) ^ n * e ^ 2 * h
```

Going from $n$ to $n+1$ levels adds $2^n(2^{-n}e)^2=2^{-n}e^2$. The closed form grows by the same amount, because $2\cdot2^{-n}-2\cdot2^{-(n+1)}=2^{-n}$. The auxiliary equation `h` is $2^n\cdot2^{-n}=1$, and `linear_combination` uses it to match the two sides.

```lean
/-- Discarding orthogonal wavelet components of norm at most `2 ^ (-j) * e` on level `j`
gives a squared error of at most `(2 - 2 * 2 ^ (-J)) * e ^ 2`, and so at most `2 * e ^ 2`
for any number `J` of levels. -/
theorem truncation_error_sq_le {d : WaveletIndex J → E}
    (hd : Pairwise fun a b => inner ℝ (d a) (d b) = 0) (S : Finset (WaveletIndex J))
    (e : ℝ) (hS : ∀ a ∈ S, ‖d a‖ ≤ (1 / 2 : ℝ) ^ (a.1 : ℕ) * e) :
    ‖signal d - truncate d S‖ ^ 2 ≤ (2 - 2 * (1 / 2 : ℝ) ^ J) * e ^ 2 ∧
      ‖signal d - truncate d S‖ ^ 2 ≤ 2 * e ^ 2 := by
  have h := error_sq_le_level_sum hd S (fun j => (1 / 2 : ℝ) ^ j * e) hS
  have h1 : ‖signal d - truncate d S‖ ^ 2 ≤ (2 - 2 * (1 / 2 : ℝ) ^ J) * e ^ 2 :=
    h.trans_eq (level_sum_scaled J e)
  have h2 : 0 ≤ (1 / 2 : ℝ) ^ J * e ^ 2 := by positivity
  exact ⟨h1, by linarith⟩
```

This is the main theorem. It inserts $\tau_j=2^{-j}e$ into the level estimate and evaluates the sum. The second bound follows because the subtracted term $2\cdot2^{-J}e^2$ is non-negative.

Q: A bound can be true and still wasteful. Is the 2 just what the estimate happened to give?

A: No smaller constant serves all depths. To see this, take components for which every inequality in the derivation is an equality.

```lean
/-- Model components: standard basis vectors, scaled by `τ j` on level `j`. -/
def saturating (J : ℕ) (τ : ℕ → ℝ) (a : WaveletIndex J) :
    EuclideanSpace ℝ (WaveletIndex J) :=
  τ a.1 • EuclideanSpace.basisFun (WaveletIndex J) ℝ a
```

Each label gets its own standard basis vector in a Euclidean space of dimension $2^J-1$, multiplied by $\tau_j$. The basis vectors have norm one, so the scaled vectors have norm $|\tau_j|$.

```lean
/-- The model components are mutually orthogonal, and those on level `j` have norm
`|τ j|`. -/
theorem saturating_witness (J : ℕ) (τ : ℕ → ℝ) :
    (Pairwise fun a b => inner ℝ (saturating J τ a) (saturating J τ b) = 0) ∧
      ∀ a, ‖saturating J τ a‖ = |τ a.1| := by
  have hu := (EuclideanSpace.basisFun (WaveletIndex J) ℝ).orthonormal
  constructor
  · intro a b hab
    have h : inner ℝ (EuclideanSpace.basisFun (WaveletIndex J) ℝ a)
        (EuclideanSpace.basisFun (WaveletIndex J) ℝ b) = 0 := hu.2 hab
    simp only [saturating, inner_smul_left, inner_smul_right, h, mul_zero]
  · intro a
    rw [saturating, norm_smul, hu.1 a, mul_one, Real.norm_eq_abs]
```

Orthogonality is inherited from the basis, since scaling two orthogonal vectors leaves their inner product at zero. The norm comes from `norm_smul`.

```lean
/-- Discarding all model components gives a squared error equal to the sum of
`2 ^ j * τ j ^ 2` over the levels. -/
theorem saturating_error_sq (J : ℕ) (τ : ℕ → ℝ) :
    ‖signal (saturating J τ) - truncate (saturating J τ) univ‖ ^ 2
      = ∑ j ∈ range J, (2 : ℝ) ^ j * τ j ^ 2 := by
  rw [signal_sub_truncate, norm_sq_sum (saturating_witness J τ).1]
  refine Eq.trans ?_ (sum_levels J fun j => τ j ^ 2)
  refine Finset.sum_congr rfl fun a _ => ?_
  rw [(saturating_witness J τ).2 a, sq_abs]
```

Discarding everything, which is `S = univ`, gives exactly $\sum_{j<J}2^j\tau_j^2$. The general level estimate is therefore attained whenever the thresholds are non-negative. The proof reuses the Pythagorean step and the counting lemma, this time with equalities throughout.

Q: These are unit vectors along coordinate axes, though, and not wavelets.

A: They play the role of coefficient vectors. In an orthonormal wavelet basis, the function with coefficients $\tau_j$ at every position of level $j$ has components with the same norms and inner products. With $\tau_j=2^{-j}e$, the squared error is $(2-2\cdot2^{-J})e^2$, which comes as close to $2e^2$ as you like when $J$ grows.

```lean
/-- For `e > 0` and every constant `C < 2` there is a depth `J` at which discarding all model
components of norm `2 ^ (-j) * e` gives a squared error above `C * e ^ 2`. -/
theorem constant_two_optimal {C e : ℝ} (hC : C < 2) (he : 0 < e) :
    ∃ J : ℕ, C * e ^ 2 <
      ‖signal (saturating J fun j => (1 / 2 : ℝ) ^ j * e)
        - truncate (saturating J fun j => (1 / 2 : ℝ) ^ j * e) univ‖ ^ 2 := by
  obtain ⟨J, hJ⟩ := exists_pow_lt_of_lt_one (show (0 : ℝ) < (2 - C) / 2 by linarith)
    (show (1 / 2 : ℝ) < 1 by norm_num)
  refine ⟨J, ?_⟩
  rw [saturating_error_sq, level_sum_scaled]
  exact mul_lt_mul_of_pos_right (by linarith) (by positivity)
```

Given $C<2$ and $e>0$, the proof picks a depth with $2^{-J}<(2-C)/2$. Rearranged, this is $C<2-2\cdot2^{-J}$, and multiplying by $e^2>0$ gives an error above $Ce^2$. The depth depends on $C$. At any fixed $J$ the smaller constant $2-2\cdot2^{-J}$ suffices, by the main theorem.

Q: Last doubt. Why bother with a cutoff that depends on the level? I could discard everything below a single $e$.

A: You could, but the worst case then grows with depth. Put the same norm $|e|$ on every level of the model components and discard them all. The squared error is
$$\sum_{j=0}^{J-1}2^je^2=(2^J-1)e^2 .$$
With your two levels this is $3e^2$, twice the $\tfrac32e^2$ you started from, and each further level roughly doubles it.

```lean
/-- Discarding all model components when each has the same norm `|e|` on every level gives
a squared error of `(2 ^ J - 1) * e ^ 2`. -/
theorem uniform_threshold_error_sq (J : ℕ) (e : ℝ) :
    ‖signal (saturating J fun _ => e) - truncate (saturating J fun _ => e) univ‖ ^ 2
      = ((2 : ℝ) ^ J - 1) * e ^ 2 := by
  rw [saturating_error_sq]
  induction J with
  | zero => simp
  | succ n ih =>
    rw [Finset.sum_range_succ, ih, pow_succ]
    ring

end

end WaveletTruncation
```

The proof is again an induction on $J$: level $n$ adds $2^ne^2$, and $2^n-1+2^n=2^{n+1}-1$. So with a single cutoff $e>0$, no bound in terms of $e$ alone holds for all $J$. The signal itself grows with $J$ in this example: for orthogonal components the squared error never exceeds $\|f\|^2$, which is 1 for a normalised orbital. A particular signal may do much better, if few of its fine components lie close to the cutoff.

```lean
#print axioms WaveletTruncation.truncation_error_sq_le
-- 'WaveletTruncation.truncation_error_sq_le' depends on axioms: [propext, Classical.choice, Quot.sound]
#print axioms WaveletTruncation.constant_two_optimal
-- 'WaveletTruncation.constant_two_optimal' depends on axioms: [propext, Classical.choice, Quot.sound]
#print axioms WaveletTruncation.uniform_threshold_error_sq
-- 'WaveletTruncation.uniform_threshold_error_sq' depends on axioms: [propext, Classical.choice, Quot.sound]
```
